# Two particles in a harmonic trap: solutions with node ⟨n, r₁ − r₂⟩ = 0 from positive radial factors

Put two non-interacting particles on a line, in a harmonic trap. In trap units $\hbar$, the particle mass and the trap frequency are all 1. With $r=x_1-x_2$ and $R=(x_1+x_2)/2$, consider

$$\psi=e^{-R^2}\,r\,e^{-r^2/4}.$$

Since $\partial_{x_1}=\tfrac12\partial_R+\partial_r$ and $\partial_{x_2}=\tfrac12\partial_R-\partial_r$, the mixed derivatives cancel in the kinetic energy, which becomes $-\tfrac14\partial_R^2-\partial_r^2$. The trap energy is $R^2+r^2/4$. The centre of mass contributes $\tfrac12$, the relative motion $\tfrac32$, and the total energy is 2. The node is $r=0$.

The same cancellation works in $d$ dimensions with an interaction $V(|r_1-r_2|)$. A solution of the radial equation then gives a solution of the Schrödinger equation away from coincidence, and if the radial solution is positive, the node is known explicitly.

In Lean 4 with Mathlib:

```lean
import Mathlib

open Set
open Real (exp)

namespace TrappedPairNode

noncomputable section
```

## The Hamiltonian and the pair function

Positions are vectors in $\mathbb R^d$; the case $d=3$ is ordinary space.

```lean
/-- Position of one particle in `d`-dimensional Euclidean space. -/
abbrev Pos (d : ℕ) := EuclideanSpace ℝ (Fin d)
```

Let $e_i$ be the unit vector along axis $i$.

```lean
variable {d : ℕ}

/-- Unit vector along the coordinate axis `i`. -/
def axis (i : Fin d) : Pos d := EuclideanSpace.single i 1
```

The Laplacian is $\Delta f(x)=\sum_i \frac{d^2}{dt^2}f(x+te_i)\big|_{t=0}$.

```lean
/-- The Laplacian: the sum of the second derivatives along the coordinate axes. -/
def laplacian (f : Pos d → ℝ) (x : Pos d) : ℝ :=
  ∑ i, deriv (deriv fun t : ℝ => f (x + t • axis i)) 0
```

In trap units the Hamiltonian is

$$H=-\tfrac12(\Delta_1+\Delta_2)+\tfrac12(|r_1|^2+|r_2|^2)+V(|r_1-r_2|).$$

```lean
/-- Hamiltonian of two particles in a unit harmonic trap with pair interaction `V`. -/
def pairHamiltonian (V : ℝ → ℝ) (ψ : Pos d → Pos d → ℝ) (r₁ r₂ : Pos d) : ℝ :=
  -1 / 2 * (laplacian (fun x => ψ x r₂) r₁ + laplacian (fun x => ψ r₁ x) r₂)
    + (1 / 2 * (‖r₁‖ ^ 2 + ‖r₂‖ ^ 2) + V ‖r₁ - r₂‖) * ψ r₁ r₂
```

From here on $r=r_1-r_2$, $R=(r_1+r_2)/2$ and $s=|r|$. For a fixed vector $n$, set

$$\psi=e^{-|R|^2}g(s)\langle n,r\rangle.$$

This function is not normalised, and the length of $n$ only rescales it.

```lean
/-- Gaussian in the centre of mass, times a radial factor `g` of the separation, times the
inner product of `n` with the separation. -/
def pairState (g : ℝ → ℝ) (n r₁ r₂ : Pos d) : ℝ :=
  exp (-‖(1 / 2 : ℝ) • (r₁ + r₂)‖ ^ 2) * g ‖r₁ - r₂‖ * inner ℝ n (r₁ - r₂)
```

The radial factor $g$ is assumed to be $C^2$ and positive for $s>0$, and to satisfy

$$-g''-\frac{d+1}{s}g'+\Big(\frac{s^2}{4}+V\Big)g=e\,g.$$

The number $e$ on the right is the energy of the relative motion; in powers such as $e^{-s^2/4}$ the letter keeps its usual meaning. The structure `RadialSolution` collects these hypotheses. It sets no condition at $s=0$ or at infinity, so "eigenfunction" below means a pointwise solution off coincidence, not necessarily a square-integrable state. For $V=0$, for instance, the growing function $g=e^{s^2/4}$ qualifies with $e=-(d+2)/2$, although its $\psi$ is no bound state.

```lean
/-- `g` is a positive, twice continuously differentiable solution, at separations `s > 0`, of the
radial equation with interaction `V` and relative energy `e`. -/
structure RadialSolution (d : ℕ) (V g : ℝ → ℝ) (e : ℝ) : Prop where
  smooth : ContDiffOn ℝ 2 g (Ioi 0)
  pos : ∀ s, 0 < s → 0 < g s
  eqn : ∀ s, 0 < s →
    -deriv (deriv g) s - ((d : ℝ) + 1) / s * deriv g s + (s ^ 2 / 4 + V s) * g s = e * g s
```

## Moving one particle along one axis

Replace $r_1$ by $r_1+te_i$. With $b=\langle r,e_i\rangle$, the component of the separation $r$ along axis $i$, the distance between the particles becomes $\rho(t)=\sqrt{s^2+2bt+t^2}$.

```lean
/-- Length of a vector of length `s` and component `b` along an axis, after a shift by `t`
along that axis. -/
def sep (s b t : ℝ) : ℝ := √(s ^ 2 + 2 * b * t + t * t)
```

Write also $P=|R|^2$, $a=R_i$, $l=\langle n,r\rangle$ and $m=n_i$. Along the line, $\psi=A\,G\,L$ with

$$A=e^{-(P+at+t^2/4)},\qquad G=g(\rho(t)),\qquad L=l+mt.$$

At $t=0$,

$$A'=-aA,\quad A''=(a^2-\tfrac12)A,\quad G'=g'\frac bs,\quad G''=g''\frac{b^2}{s^2}+g'\Big(\frac1s-\frac{b^2}{s^3}\Big),$$

and therefore

$$(AGL)''=A''GL+2A'(G'L+Gm)+A(G''L+2G'm).$$

A second derivative needs the first one on a whole neighbourhood of $t=0$. The step `key` supplies it, using that $\rho$ stays positive there; the product and chain rules are then applied once more.

```lean
/-- Second derivative at the origin of a Gaussian times a radial factor times a linear factor,
along a straight line. -/
theorem line_second_deriv {g : ℝ → ℝ} (hg : ContDiffOn ℝ 2 g (Ioi 0)) {s : ℝ} (hs : 0 < s)
    (P a b l m : ℝ) :
    deriv (deriv fun t : ℝ => exp (-(P + a * t + t * t / 4)) * g (sep s b t) * (l + m * t)) 0
    = exp (-P) * ((a ^ 2 - 1 / 2) * g s * l - 2 * a * (deriv g s * (b / s) * l + g s * m)
      + (deriv (deriv g) s * (b ^ 2 / s ^ 2) + deriv g s * (1 / s - b ^ 2 / s ^ 3)) * l
      + 2 * deriv g s * (b / s) * m) := by
  have hd : ∀ {f : ℝ → ℝ}, DifferentiableOn ℝ f (Ioi 0) → ∀ u, 0 < u →
      HasDerivAt f (deriv f u) u := fun hf u hu =>
    (hf.differentiableAt (Ioi_mem_nhds hu)).hasDerivAt
  have hg' : ContDiffOn ℝ 1 (deriv g) (Ioi 0) :=
    hg.deriv_of_isOpen isOpen_Ioi one_add_one_eq_two.le
  have e0 : sep s b 0 = s := by simp [sep, Real.sqrt_sq hs.le]
  have e2 : exp (-(P + a * 0 + 0 * 0 / 4)) = exp (-P) := by simp
  have p0 : 0 < sep s b 0 := by rwa [e0]
  have h2 : HasDerivAt (deriv g) (deriv (deriv g) s) (sep s b 0) := by
    rw [e0]
    exact hd (hg'.differentiableOn (by norm_num)) s hs
  have hA : ∀ t : ℝ, HasDerivAt (fun t : ℝ => exp (-(P + a * t + t * t / 4)))
      (exp (-(P + a * t + t * t / 4)) * (-(a + t / 2))) t := fun t =>
    ((((((hasDerivAt_id' t).const_mul a).const_add P).fun_add
      (((hasDerivAt_id' t).fun_mul (hasDerivAt_id' t)).div_const 4)).congr_deriv
        (show _ = a + t / 2 by ring)).fun_neg).exp
  have hρ : ∀ t : ℝ, 0 < sep s b t → HasDerivAt (sep s b) ((b + t) / sep s b t) t := by
    intro t ht
    have hq : 0 < s ^ 2 + 2 * b * t + t * t := Real.sqrt_pos.1 ht
    have hne := ht.ne'
    have h := ((((hasDerivAt_id' t).const_mul (2 * b)).const_add (s ^ 2)).fun_add
      ((hasDerivAt_id' t).fun_mul (hasDerivAt_id' t))).sqrt hq.ne'
    refine h.congr_deriv ?_
    change _ / (2 * sep s b t) = _
    field_simp
    ring
  have hG : ∀ {f : ℝ → ℝ} {f' t : ℝ}, 0 < sep s b t → HasDerivAt f f' (sep s b t) →
      HasDerivAt (fun t => f (sep s b t)) (f' * ((b + t) / sep s b t)) t :=
    fun {_ _ t} ht hf => hf.comp t (hρ t ht)
  have hL : ∀ t : ℝ, HasDerivAt (fun t : ℝ => l + m * t) m t := fun t =>
    (((hasDerivAt_id' t).const_mul m).const_add l).congr_deriv (by ring)
  have h1 := hd (hg.differentiableOn (by norm_num))
  -- the first derivative, valid near the origin of the line
  have key := ((hρ 0 p0).continuousAt.eventually (lt_mem_nhds p0)).mono fun t ht =>
    (((hA t).fun_mul (hG ht (h1 _ ht))).fun_mul (hL t)).deriv
  rw [Filter.EventuallyEq.deriv_eq key]
  have hW := ((hasDerivAt_id' (0 : ℝ)).const_add b).fun_div (hρ 0 p0) p0.ne'
  have hl : HasDerivAt (fun t : ℝ => -(a + t / 2)) (-(1 / 2)) 0 :=
    (((hasDerivAt_id' (0 : ℝ)).div_const 2).const_add a).fun_neg
  -- differentiate once more and evaluate
  refine (HasDerivAt.congr_deriv ((((((hA 0).fun_mul hl).fun_mul (hG p0 (h1 _ p0))).fun_add
    ((hA 0).fun_mul ((hG p0 h2).fun_mul hW))).fun_mul (hL 0)).fun_add
    (((hA 0).fun_mul (hG p0 (h1 _ p0))).mul_const m)) ?_).deriv
  simp only [e0, e2]
  field_simp
  ring
```

## Summing over the axes

The sums over $i$ are inner products: $\sum a^2=|R|^2$, $\sum b^2=s^2$, $\sum bm=l$, $\sum ab=\langle R,r\rangle$, $\sum am=\langle R,n\rangle$ and $\sum 1=d$. Hence

$$\Delta_1\psi=e^{-|R|^2}\Big[\Big((|R|^2-\tfrac d2)g+g''+\tfrac{d+1}{s}g'\Big)l-2\Big(\tfrac{g'}{s}\langle R,r\rangle l+g\langle R,n\rangle\Big)\Big].$$

The last bracket mixes $R$ with the relative motion. In the proof, `f` identifies $\psi$ on each line with the product $AGL$, and the `calc` block collects the sums.

```lean
/-- Laplacian of the pair state in the first position, with centre of mass `R` and nonzero
separation `r`. -/
theorem laplacian_pairState {g : ℝ → ℝ} (hg : ContDiffOn ℝ 2 g (Ioi 0)) (n : Pos d)
    {r₁ r₂ R r : Pos d} (hR : R = (1 / 2 : ℝ) • (r₁ + r₂)) (hr : r = r₁ - r₂) (h0 : r ≠ 0) :
    laplacian (fun x => pairState g n x r₂) r₁ = exp (-‖R‖ ^ 2) *
      (((‖R‖ ^ 2 - d / 2) * g ‖r‖ + deriv (deriv g) ‖r‖ + ((d : ℝ) + 1) / ‖r‖ * deriv g ‖r‖)
        * inner ℝ n r
      - 2 * (deriv g ‖r‖ / ‖r‖ * inner ℝ R r * inner ℝ n r + g ‖r‖ * inner ℝ R n)) := by
  have hax : ∀ (x : Pos d) i, inner ℝ x (axis i) = x i := fun x i => by
    simp [axis, EuclideanSpace.inner_single_right]
  have hsq : ∀ (x : Pos d) i (t : ℝ),
      ‖x + t • axis i‖ ^ 2 = ‖x‖ ^ 2 + 2 * x i * t + t * t := by
    intro x i t
    have hone : ‖(axis i : Pos d)‖ = 1 := by simp [axis]
    rw [norm_add_sq_real, inner_smul_right, norm_smul, mul_pow, Real.norm_eq_abs, sq_abs,
      hax, hone]
    ring
  have f : ∀ i (t : ℝ), pairState g n (r₁ + t • axis i) r₂
      = exp (-(‖R‖ ^ 2 + R i * t + t * t / 4)) * g (sep ‖r‖ (r i) t)
        * (inner ℝ n r + n i * t) := by
    intro i t
    have a1 : ‖R + (t / 2) • axis i‖ ^ 2 = ‖R‖ ^ 2 + R i * t + t * t / 4 := by
      rw [hsq]
      ring
    have a2 : sep ‖r‖ (r i) t = ‖r + t • axis i‖ := by
      rw [sep, ← hsq r i t, Real.sqrt_sq (norm_nonneg _)]
    have a3 : inner ℝ n (r + t • axis i) = inner ℝ n r + n i * t := by
      rw [inner_add_right, inner_smul_right, hax, mul_comm t (n i)]
    rw [← a1, a2, ← a3, hR, hr, pairState,
      show (1 / 2 : ℝ) • (r₁ + t • axis i + r₂)
        = (1 / 2 : ℝ) • (r₁ + r₂) + (t / 2) • axis i by module,
      show r₁ + t • axis i - r₂ = r₁ - r₂ + t • axis i by module]
  simp only [laplacian, f, line_second_deriv hg (norm_pos_iff.2 h0)]
  have hs : ‖r‖ ≠ 0 := norm_ne_zero_iff.2 h0
  have hin : ∀ x y : Pos d, ∑ i, x i * y i = inner ℝ x y := fun x y => by
    simp [PiLp.inner_apply, mul_comm]
  generalize exp (-‖R‖ ^ 2) = E
  generalize g ‖r‖ = G
  generalize deriv (deriv g) ‖r‖ = D₂
  generalize deriv g ‖r‖ = D
  -- collect the sums over axes into inner products
  calc _ = ∑ i, (E * G * inner ℝ n r * (R i * R i)
          + E * inner ℝ n r * (D₂ / ‖r‖ ^ 2 - D / ‖r‖ ^ 3) * (r i * r i)
          + 2 * E * D / ‖r‖ * (n i * r i)
          + (-2 * E * D / ‖r‖ * inner ℝ n r) * (R i * r i)
          + (-2 * E * G) * (R i * n i)
          + E * inner ℝ n r * (D / ‖r‖ - G / 2)) :=
        Finset.sum_congr rfl fun i _ => by ring
    _ = _ := by
        simp only [Finset.sum_add_distrib, ← Finset.mul_sum, hin, real_inner_self_eq_norm_sq,
          Finset.sum_const, Finset.card_univ, Fintype.card_fin, nsmul_eq_mul]
        field_simp
        ring
```

## Smoothness, node and exchange

Off coincidence $s>0$, so $|r|$ is smooth and $\psi$ is $C^2$ in both positions jointly, as a product of $C^2$ functions. The derivatives in $H\psi$ are therefore genuine ones.

```lean
/-- The pair state is twice continuously differentiable in both positions jointly, away from
coincidence. -/
theorem pairState_contDiffAt {g : ℝ → ℝ} (hg : ContDiffOn ℝ 2 g (Ioi 0)) (n : Pos d)
    {r₁ r₂ : Pos d} (hne : r₁ ≠ r₂) :
    ContDiffAt ℝ 2 (fun p : Pos d × Pos d => pairState g n p.1 p.2) (r₁, r₂) := by
  have hr : r₁ - r₂ ≠ 0 := sub_ne_zero.2 hne
  have hd : ContDiffAt ℝ 2 (fun p : Pos d × Pos d => p.1 - p.2) (r₁, r₂) :=
    contDiffAt_fst.sub contDiffAt_snd
  have hc : ContDiffAt ℝ 2 (fun p : Pos d × Pos d => (1 / 2 : ℝ) • (p.1 + p.2)) (r₁, r₂) :=
    (contDiffAt_fst.add contDiffAt_snd).const_smul (1 / 2 : ℝ)
  have hG : ContDiffAt ℝ 2 (fun p : Pos d × Pos d => g ‖p.1 - p.2‖) (r₁, r₂) :=
    ContDiffAt.comp (r₁, r₂) (hg.contDiffAt (Ioi_mem_nhds (norm_pos_iff.2 hr))) (hd.norm ℝ hr)
  exact (((hc.norm_sq ℝ).neg.exp).mul hG).mul (contDiffAt_const.inner ℝ hd)
```

The Gaussian is positive, and so is $g$ for $s>0$, so $\psi=0$ exactly when $\langle n,r\rangle=0$. At coincidence both sides vanish.

Without positivity the node can be larger. Take $d=3$, $V=0$ and $g=(1-s^2/5)e^{-s^2/4}$. By direct calculation this solves the radial equation with $e=9/2$, yet $\psi$ also vanishes on $|r|=\sqrt5$.

```lean
/-- The pair state vanishes exactly where the separation is orthogonal to `n`. -/
theorem pairState_node {V g : ℝ → ℝ} {e : ℝ} (h : RadialSolution d V g e) (n r₁ r₂ : Pos d) :
    pairState g n r₁ r₂ = 0 ↔ inner ℝ n (r₁ - r₂) = 0 := by
  by_cases h0 : r₁ = r₂
  · subst h0
    simp [pairState]
  · have hg := h.pos _ (norm_pos_iff.2 (sub_ne_zero.2 h0))
    rw [pairState, mul_eq_zero, or_iff_right (mul_pos (Real.exp_pos _) hg).ne']
```

Exchanging the particles keeps $R$ and $s$ and reverses $r$, so $\psi$ changes sign, as the spatial function of two fermions in the same spin state must.

```lean
/-- The pair state changes sign when the two particles are exchanged. -/
theorem pairState_exchange (g : ℝ → ℝ) (n r₁ r₂ : Pos d) :
    pairState g n r₂ r₁ = -pairState g n r₁ r₂ := by
  unfold pairState
  rw [add_comm r₂ r₁, norm_sub_rev r₂ r₁, ← neg_sub r₁ r₂, inner_neg_right]
  ring
```

## The Schrödinger equation

For particle 2, the formula for $\Delta_1\psi$ applies with $r$ and $n$ both reversed. The product $\langle n,r\rangle$ is unchanged, while the mixed bracket changes sign and cancels in $\Delta_1\psi+\Delta_2\psi$. With $\tfrac12(|r_1|^2+|r_2|^2)=|R|^2+s^2/4$,

$$H\psi=e^{-|R|^2}l\Big[\tfrac d2g-g''-\tfrac{d+1}{s}g'+\Big(\tfrac{s^2}{4}+V\Big)g\Big]=\Big(e+\tfrac d2\Big)\psi.$$

In three dimensions the energy is $e+\tfrac32$.

The theorem states, for $n\neq0$, that $\psi$ is $C^2$ and satisfies this equation at every $r_1\ne r_2$, that its zeros are exactly those of $\langle n,r\rangle$, and that it is nonzero somewhere off coincidence; the proof takes $r_1=n$, $r_2=0$. In the code, `hswap` and `h2` treat particle 2, `htrap` is the trap identity, and `linear_combination` adds it to the radial equation with the appropriate factors.

```lean
/-- Away from coincidence the pair state is twice continuously differentiable and solves the
Schrödinger equation with energy `e + d / 2`; it vanishes exactly where the separation is
orthogonal to `n`, and it is not identically zero. -/
theorem pairState_eigenfunction {V g : ℝ → ℝ} {e : ℝ} (h : RadialSolution d V g e)
    {n : Pos d} (hn : n ≠ 0) :
    (∀ r₁ r₂ : Pos d, r₁ ≠ r₂ →
      ContDiffAt ℝ 2 (fun p : Pos d × Pos d => pairState g n p.1 p.2) (r₁, r₂) ∧
      pairHamiltonian V (pairState g n) r₁ r₂ = (e + d / 2) * pairState g n r₁ r₂) ∧
    (∀ r₁ r₂ : Pos d, pairState g n r₁ r₂ = 0 ↔ inner ℝ n (r₁ - r₂) = 0) ∧
    ∃ r₁ r₂ : Pos d, r₁ ≠ r₂ ∧ pairState g n r₁ r₂ ≠ 0 := by
  refine ⟨fun r₁ r₂ hne => ⟨pairState_contDiffAt h.smooth n hne, ?_⟩, pairState_node h n,
    n, 0, hn, ?_⟩
  · have hr := sub_ne_zero.2 hne
    have heq := h.eqn _ (norm_pos_iff.2 hr)
    -- the trap energy splits into centre-of-mass and relative parts
    have htrap : 1 / 2 * (‖r₁‖ ^ 2 + ‖r₂‖ ^ 2)
        = ‖(1 / 2 : ℝ) • (r₁ + r₂)‖ ^ 2 + ‖r₁ - r₂‖ ^ 2 / 4 := by
      rw [norm_smul, mul_pow, Real.norm_eq_abs, sq_abs, norm_add_sq_real, norm_sub_sq_real]
      ring
    -- the second particle sees the same state with separation and `n` reversed
    have hswap : laplacian (fun x => pairState g n r₁ x) r₂
        = laplacian (fun x => pairState g (-n) x r₁) r₂ :=
      congrArg (fun f => laplacian f r₂) (funext fun x => by
        rw [pairState_exchange g n x r₁]
        simp only [pairState, inner_neg_left, mul_neg])
    have h2 := laplacian_pairState h.smooth (-n) (r₁ := r₂) (r₂ := r₁)
      (R := (1 / 2 : ℝ) • (r₁ + r₂)) (r := -(r₁ - r₂)) (by rw [add_comm r₁ r₂])
      (neg_sub r₁ r₂) (neg_ne_zero.2 hr)
    simp only [norm_neg, inner_neg_left, inner_neg_right, neg_neg] at h2
    rw [pairHamiltonian, hswap, h2, laplacian_pairState h.smooth n rfl rfl hr, pairState]
    linear_combination
      (exp (-‖(1 / 2 : ℝ) • (r₁ + r₂)‖ ^ 2) * inner ℝ n (r₁ - r₂)) * heq
      + (exp (-‖(1 / 2 : ℝ) • (r₁ + r₂)‖ ^ 2) * g ‖r₁ - r₂‖ * inner ℝ n (r₁ - r₂)) * htrap
  · rw [Ne, pairState_node h, sub_zero]
    exact inner_self_ne_zero.2 hn
```

## An interacting pair in three dimensions

For the Coulomb repulsion $V=2/s$, take $g=(1+s/2)e^{-s^2/4}$. In trap units the coupling 2 describes two electrons in a trap of frequency $\omega=\tfrac14$ in atomic units.

```lean
/-- The radial factor `(1 + s / 2) exp (-s² / 4)`. -/
def coulombFactor (s : ℝ) : ℝ := (1 + s / 2) * exp (-s ^ 2 / 4)
```

Write $g=p\,e^{-s^2/4}$ with $p=1+s/2$. For $d=3$ the left side of the radial equation, divided by the Gaussian, is

$$-p''+sp'-\frac4s p'+\frac52p+\frac2s p=\frac s2-\frac2s+\frac52p+\frac2s+1=\frac72p.$$

So $e=\tfrac72$, and the total energy is 5. The proof computes both derivatives explicitly and compares the two sides by algebra.

Here $\psi$ is continuous at coincidence and decays like a Gaussian times a polynomial, so it is a bound state. For this two-particle model with its special coupling, the explicit node and energy offer a reference case for fixed-node diffusion Monte Carlo.

```lean
/-- In three dimensions, `coulombFactor` solves the radial equation for the repulsion `2 / s`
with relative energy `7 / 2`. -/
theorem radialSolution_witness : RadialSolution 3 (fun s => 2 / s) coulombFactor (7 / 2) := by
  have hE : ∀ s : ℝ, HasDerivAt (fun s : ℝ => exp (-s ^ 2 / 4))
      (exp (-s ^ 2 / 4) * (-s / 2)) s := fun s =>
    (((hasDerivAt_pow 2 s).fun_neg.div_const 4).congr_deriv
      (show _ = -s / 2 by push_cast; ring)).exp
  have hd1 : deriv coulombFactor = fun s => (1 / 2 - s / 2 - s * s / 4) * exp (-s ^ 2 / 4) := by
    funext s
    exact (((((hasDerivAt_id' s).div_const 2).const_add 1).fun_mul (hE s)).congr_deriv
      (by ring)).deriv
  have hd2 : ∀ s, deriv (deriv coulombFactor) s
      = (-1 / 2 - s / 2 - s / 2 * (1 / 2 - s / 2 - s * s / 4)) * exp (-s ^ 2 / 4) := by
    intro s
    rw [hd1]
    exact ((((((hasDerivAt_id' s).div_const 2).const_sub (1 / 2)).fun_sub
      (((hasDerivAt_id' s).fun_mul (hasDerivAt_id' s)).div_const 4)).fun_mul (hE s)).congr_deriv
      (by ring)).deriv
  refine ⟨?_, fun s hs => ?_, fun s hs => ?_⟩
  · have : ContDiff ℝ 2 coulombFactor := by
      unfold coulombFactor
      fun_prop
    exact this.contDiffOn
  · unfold coulombFactor
    positivity
  · rw [hd2, hd1]
    simp only [coulombFactor]
    push_cast
    field_simp
    ring

end

end TrappedPairNode
```

```lean
#print axioms TrappedPairNode.pairState_exchange
-- 'TrappedPairNode.pairState_exchange' depends on axioms: [propext, Classical.choice, Quot.sound]
#print axioms TrappedPairNode.pairState_eigenfunction
-- 'TrappedPairNode.pairState_eigenfunction' depends on axioms: [propext, Classical.choice, Quot.sound]
```
